# For a fixed neutral slab without dipole, the zero-average vacuum level scales as 1/L and the aligned potential does not depend on L

Take a slab with charge density $x(1-x)\,[1-5x(1-x)]$ for $0\le x\le 1$ and zero elsewhere, which has no net charge and no dipole, and repeat it with period $L>1$. In Gaussian units, its zero-average electrostatic potential is $\pi/(210L)$ in the vacuum, so going from $L=2$ to $L=4$ halves the vacuum level from $\pi/420$ to $\pi/840$, while the potential in the slab relative to the vacuum stays the same.

```lean
import Mathlib

open Set Filter Topology Real

namespace VacuumAlignment

noncomputable section

variable {ρ φ ψ : ℝ → ℝ} {d L : ℝ}

/-- The running moment of order `k` of a density: the integral of `t ^ k * ρ t` from `0` to `x`. -/
def moment (ρ : ℝ → ℝ) (k : ℕ) (x : ℝ) : ℝ := ∫ t in (0 : ℝ)..x, t ^ k * ρ t

/-- A continuous charge density confined to `[0, d]`, with zero charge and zero dipole. -/
structure NeutralSlab (ρ : ℝ → ℝ) (d : ℝ) : Prop where
  pos : 0 < d
  cont : Continuous ρ
  vanish : ∀ x, x ∉ Icc 0 d → ρ x = 0
  charge : moment ρ 0 d = 0
  dipole : moment ρ 1 d = 0

/-- The profile of `f` on the cell `[0, L)`, repeated with period `L > 0`. -/
def repeated (L : ℝ) (f : ℝ → ℝ) (x : ℝ) : ℝ := f (x - ⌊x / L⌋ * L)

/-- For a cell length `L > 0`: `φ` is `L`-periodic, solves Poisson's equation for the repeated
density on the whole line, and has zero cell average. -/
structure IsPeriodicPotential (ρ : ℝ → ℝ) (L : ℝ) (φ : ℝ → ℝ) : Prop where
  periodic : Function.Periodic φ L
  poisson : ∃ φ' : ℝ → ℝ, ∀ x, HasDerivAt φ (φ' x) x ∧
    HasDerivAt φ' (-4 * π * repeated L ρ x) x
  average : (∫ x in (0 : ℝ)..L, φ x) = 0

/-- The double integral of `-4πρ` from the left face `0`, written with running moments. -/
def slabPotential (ρ : ℝ → ℝ) (x : ℝ) : ℝ := 4 * π * (moment ρ 1 x - x * moment ρ 0 x)

/-- For a continuous density, the running moment grows at the rate `x ^ k * ρ x`. -/
theorem hasDerivAt_moment (hρ : Continuous ρ) (k : ℕ) (x : ℝ) :
    HasDerivAt (moment ρ k) (x ^ k * ρ x) x := by
  have hc : Continuous (fun t : ℝ => t ^ k * ρ t) := by fun_prop
  exact (hc.integral_hasStrictDerivAt 0 x).hasDerivAt

/-- For a neutral slab without dipole, the running moments vanish to the left of the slab and
keep their total value to its right. -/
theorem moment_outside (h : NeutralSlab ρ d) (k : ℕ) (x : ℝ) :
    (x ≤ 0 → moment ρ k x = 0) ∧ (d ≤ x → moment ρ k x = moment ρ k d) := by
  have hz : IsClosed {t | ρ t = 0} := isClosed_eq h.cont continuous_const
  -- by continuity the density vanishes on the faces too
  have h0 : Iic (0 : ℝ) ⊆ {t | ρ t = 0} := by
    rw [← closure_Iio]
    exact closure_minimal (fun t ht => h.vanish t fun h' => not_le_of_gt ht h'.1) hz
  have h1 : Ici d ⊆ {t | ρ t = 0} := by
    rw [← closure_Ioi]
    exact closure_minimal (fun t ht => h.vanish t fun h' => not_le_of_gt ht h'.2) hz
  have hc : Continuous (fun t : ℝ => t ^ k * ρ t) := by
    have := h.cont
    fun_prop
  constructor
  · intro hx
    have e : EqOn (fun t => t ^ k * ρ t) (fun _ => 0) (uIcc 0 x) := by
      intro t ht
      rw [uIcc_of_ge hx] at ht
      have : ρ t = 0 := h0 ht.2
      simp [this]
    rw [moment, intervalIntegral.integral_congr e]
    simp
  · intro hx
    have e : EqOn (fun t => t ^ k * ρ t) (fun _ => 0) (uIcc d x) := by
      intro t ht
      rw [uIcc_of_le hx] at ht
      have : ρ t = 0 := h1 ht.1
      simp [this]
    have s := intervalIntegral.integral_add_adjacent_intervals
      (hc.intervalIntegrable (μ := MeasureTheory.volume) 0 d) (hc.intervalIntegrable d x)
    unfold moment
    rw [← s, intervalIntegral.integral_congr e]
    simp

/-- For a neutral slab without dipole, the charge accumulated from `0` and the isolated potential
both vanish on either side of the slab. -/
theorem slabPotential_vacuum (h : NeutralSlab ρ d) (x : ℝ) (hx : x ≤ 0 ∨ d ≤ x) :
    moment ρ 0 x = 0 ∧ slabPotential ρ x = 0 := by
  have m : moment ρ 0 x = 0 ∧ moment ρ 1 x = 0 := by
    rcases hx with hx | hx
    · exact ⟨(moment_outside h 0 x).1 hx, (moment_outside h 1 x).1 hx⟩
    · exact ⟨((moment_outside h 0 x).2 hx).trans h.charge,
        ((moment_outside h 1 x).2 hx).trans h.dipole⟩
  exact ⟨m.1, by simp [slabPotential, m.1, m.2]⟩

/-- For a continuous density, the slope of the isolated potential is `-4π` times the charge
accumulated from `0`. -/
theorem hasDerivAt_slabPotential (hρ : Continuous ρ) (x : ℝ) :
    HasDerivAt (slabPotential ρ) (-4 * π * moment ρ 0 x) x :=
  (((hasDerivAt_moment hρ 1 x).fun_sub ((hasDerivAt_id' x).fun_mul
    (hasDerivAt_moment hρ 0 x))).const_mul (4 * π)).congr_deriv (by ring)

/-- For a neutral slab without dipole in a cell with `d ≤ L`, the isolated potential integrates
over the cell to `-2π` times the second moment. -/
theorem integral_slabPotential (h : NeutralSlab ρ d) (hL : d ≤ L) :
    (∫ x in (0 : ℝ)..L, slabPotential ρ x) = -(2 * π * moment ρ 2 d) := by
  have hF : ∀ x, HasDerivAt (fun y => -2 * π * (y * y * moment ρ 0 y - 2 * y * moment ρ 1 y
      + moment ρ 2 y)) (slabPotential ρ x) x := fun x =>
    ((((((hasDerivAt_id' x).fun_mul (hasDerivAt_id' x)).fun_mul
      (hasDerivAt_moment h.cont 0 x)).fun_sub (((hasDerivAt_id' x).const_mul (2 : ℝ)).fun_mul
      (hasDerivAt_moment h.cont 1 x))).fun_add (hasDerivAt_moment h.cont 2 x)).const_mul
      (-2 * π)).congr_deriv (by simp only [slabPotential]; ring)
  have hc : Continuous (slabPotential ρ) := continuous_iff_continuousAt.2 fun x =>
    (hasDerivAt_slabPotential h.cont x).continuousAt
  rw [intervalIntegral.integral_eq_sub_of_hasDerivAt (fun x _ => hF x)
    (hc.intervalIntegrable _ _)]
  simp only [(moment_outside h _ L).2 hL, h.charge, h.dipole, (moment_outside h _ 0).1 le_rfl]
  ring

/-- A profile that vanishes outside `(0, d)`, with `0 < d < L`, is repeated without seams: near
each point the repeated profile is a single shifted copy. -/
theorem repeated_eventuallyEq {f : ℝ → ℝ} (hd : 0 < d) (hL : d < L)
    (hf : ∀ x, x ≤ 0 ∨ d ≤ x → f x = 0) (x : ℝ) :
    repeated L f =ᶠ[𝓝 x] fun y => f (y - ⌊x / L⌋ * L) := by
  have hp : 0 < L := hd.trans hL
  have h1 : (⌊x / L⌋ : ℝ) * L ≤ x := (le_div_iff₀ hp).1 (Int.floor_le _)
  have h2 : x < ((⌊x / L⌋ : ℝ) + 1) * L := (div_lt_iff₀ hp).1 (Int.lt_floor_add_one _)
  generalize ⌊x / L⌋ = n at h1 h2 ⊢
  filter_upwards [Ioo_mem_nhds (show (n : ℝ) * L - (L - d) < x by linarith) h2] with y hy
  obtain ⟨hy1, hy2⟩ := hy
  rcases le_or_gt ((n : ℝ) * L) y with h | h
  · have e : ⌊y / L⌋ = n :=
      Int.floor_eq_iff.2 ⟨(le_div_iff₀ hp).2 h, (div_lt_iff₀ hp).2 hy2⟩
    rw [repeated, e]
  · -- just left of a cell boundary both copies are in the vacuum
    have e : ⌊y / L⌋ = n - 1 := Int.floor_eq_iff.2
      ⟨(le_div_iff₀ hp).2 (by push_cast; linarith), (div_lt_iff₀ hp).2 (by push_cast; linarith)⟩
    have a : f (y - ((n - 1 : ℤ) : ℝ) * L) = 0 := hf _ (Or.inr (by push_cast; linarith))
    have b : f (y - (n : ℝ) * L) = 0 := hf _ (Or.inl (by linarith))
    rw [repeated, e, a, b]

/-- For `L > 0`, two zero-average periodic potentials of the same density coincide. -/
theorem periodic_unique (hL : 0 < L) (hφ : IsPeriodicPotential ρ L φ)
    (hψ : IsPeriodicPotential ρ L ψ) : φ = ψ := by
  obtain ⟨φ', h1⟩ := hφ.poisson
  obtain ⟨ψ', h2⟩ := hψ.poisson
  -- the difference has constant slope `a`
  obtain ⟨a, ha⟩ : ∃ a, ∀ x, φ' x - ψ' x = a := by
    have hd := fun y => (h1 y).2.fun_sub (h2 y).2
    exact ⟨_, fun x => is_const_of_deriv_eq_zero (fun y => (hd y).differentiableAt)
      (fun y => by rw [(hd y).deriv, sub_self]) x 0⟩
  have hd : ∀ y, HasDerivAt (fun x => φ x - ψ x - a * x) 0 y := fun y =>
    (((h1 y).1.fun_sub (h2 y).1).fun_sub ((hasDerivAt_id' y).const_mul a)).congr_deriv
      (by rw [ha y]; ring)
  have hw : ∀ x, φ x - ψ x - a * x = φ 0 - ψ 0 - a * 0 := fun x =>
    is_const_of_deriv_eq_zero (fun y => (hd y).differentiableAt) (fun y => (hd y).deriv) x 0
  -- periodicity removes the slope, the average removes the constant
  have p1 := hφ.periodic 0
  have p2 := hψ.periodic 0
  rw [zero_add] at p1 p2
  have a0 : a = 0 := (mul_eq_zero.1 (by linarith [hw L] : a * L = 0)).resolve_right hL.ne'
  obtain ⟨b, hb⟩ : ∃ b, ∀ x, φ x = ψ x + b :=
    ⟨φ 0 - ψ 0, fun x => by have := hw x; rw [a0] at this; linarith⟩
  have hc : Continuous ψ := continuous_iff_continuousAt.2 fun x => (h2 x).1.continuousAt
  have av := hφ.average
  simp only [hb] at av
  rw [intervalIntegral.integral_add (hc.intervalIntegrable _ _)
    (continuous_const.intervalIntegrable _ _), hψ.average, intervalIntegral.integral_const,
    smul_eq_mul, sub_zero, zero_add] at av
  have b0 : b = 0 := (mul_eq_zero.1 av).resolve_left hL.ne'
  funext x
  rw [hb, b0, add_zero]

/-- On the cell `[0, L]`, a profile vanishing outside `(0, d)`, with `0 < d < L`, agrees with its
repetition. -/
theorem repeated_on_cell {f : ℝ → ℝ} (hd : 0 < d) (hL : d < L)
    (hf : ∀ x, x ≤ 0 ∨ d ≤ x → f x = 0) {x : ℝ} (hx : x ∈ Icc 0 L) : repeated L f x = f x := by
  have hp : 0 < L := hd.trans hL
  rcases hx.2.lt_or_eq with h | h
  · have e : ⌊x / L⌋ = 0 := Int.floor_eq_iff.2
      ⟨by simpa using div_nonneg hx.1 hp.le, by simpa using (div_lt_one hp).2 h⟩
    simp [repeated, e]
  · rw [h, repeated, div_self hp.ne', hf L (Or.inr hL.le)]
    simpa using hf 0 (Or.inl le_rfl)

/-- For a neutral slab without dipole and `d < L`, the repeated isolated potential shifted by
`2πQ/L`, with `Q` the second moment, is a zero-average periodic potential. -/
theorem periodic_solution (h : NeutralSlab ρ d) (hL : d < L) : IsPeriodicPotential ρ L
    (fun x => repeated L (slabPotential ρ) x + 2 * π * moment ρ 2 d / L) := by
  have hp : 0 < L := h.pos.trans hL
  have hv := fun x hx => (slabPotential_vacuum h x hx).2
  refine ⟨fun x => ?_, ⟨repeated L (fun y => -4 * π * moment ρ 0 y), fun x => ⟨?_, ?_⟩⟩, ?_⟩
  · have e : x + L - ((⌊x / L⌋ + 1 : ℤ) : ℝ) * L = x - ⌊x / L⌋ * L := by push_cast; ring
    simp only [repeated, add_div, div_self hp.ne', Int.floor_add_one, e]
  · exact (((hasDerivAt_slabPotential h.cont (x - ⌊x / L⌋ * L)).comp_sub_const x
      (⌊x / L⌋ * L)).congr_of_eventuallyEq
      (repeated_eventuallyEq h.pos hL hv x)).add_const _
  · have m := (hasDerivAt_moment h.cont 0 (x - ⌊x / L⌋ * L)).const_mul (-4 * π)
    exact ((m.comp_sub_const x (⌊x / L⌋ * L)).congr_of_eventuallyEq
      (repeated_eventuallyEq h.pos hL
        (fun y hy => by simp [(slabPotential_vacuum h y hy).1]) x)).congr_deriv
      (by simp [repeated])
  · have hc : Continuous (slabPotential ρ) := continuous_iff_continuousAt.2 fun x =>
      (hasDerivAt_slabPotential h.cont x).continuousAt
    have e : EqOn (fun x => repeated L (slabPotential ρ) x + 2 * π * moment ρ 2 d / L)
        (fun x => slabPotential ρ x + 2 * π * moment ρ 2 d / L) (uIcc 0 L) := by
      intro x hx
      rw [uIcc_of_le hp.le] at hx
      simp only [repeated_on_cell h.pos hL hv hx]
    rw [intervalIntegral.integral_congr e, intervalIntegral.integral_add
      (hc.intervalIntegrable _ _) (continuous_const.intervalIntegrable _ _),
      integral_slabPotential h hL.le, intervalIntegral.integral_const, smul_eq_mul, sub_zero,
      mul_div_cancel₀ _ hp.ne', neg_add_cancel]

/-- For a neutral slab without dipole and `d < L`, the zero-average periodic potential is
`2πQ/L` throughout the vacuum `[d, L]`, and exceeds the isolated potential by this value
throughout the cell; `Q` is the second moment. -/
theorem vacuum_level (h : NeutralSlab ρ d) (hL : d < L) (hφ : IsPeriodicPotential ρ L φ) :
    (∀ x ∈ Icc d L, φ x = 2 * π * moment ρ 2 d / L) ∧
    ∀ x ∈ Icc 0 L, φ x = slabPotential ρ x + 2 * π * moment ρ 2 d / L := by
  have hv := fun x hx => (slabPotential_vacuum h x hx).2
  have c : ∀ x ∈ Icc 0 L, φ x = slabPotential ρ x + 2 * π * moment ρ 2 d / L := by
    intro x hx
    rw [periodic_unique (h.pos.trans hL) hφ (periodic_solution h hL)]
    simp only [repeated_on_cell h.pos hL hv hx]
  exact ⟨fun x hx => by rw [c x ⟨h.pos.le.trans hx.1, hx.2⟩, hv x (Or.inr hx.1), zero_add], c⟩

/-- For a neutral slab without dipole in two cells longer than `d`, the potential at a slab point
relative to the vacuum value is the same in both cells. -/
theorem aligned_potential {L' v v' x : ℝ} (h : NeutralSlab ρ d) (hL : d < L) (hL' : d < L')
    (hφ : IsPeriodicPotential ρ L φ) (hψ : IsPeriodicPotential ρ L' ψ)
    (hx : x ∈ Icc 0 d) (hv : v ∈ Icc d L) (hv' : v' ∈ Icc d L') :
    φ x - φ v = ψ x - ψ v' := by
  obtain ⟨a, b⟩ := vacuum_level h hL hφ
  obtain ⟨a', b'⟩ := vacuum_level h hL' hψ
  rw [a v hv, a' v' hv', b x ⟨hx.1, hx.2.trans hL.le⟩, b' x ⟨hx.1, hx.2.trans hL'.le⟩]
  ring

/-- The density `u (1 - 5u)`, where `u` is the positive part of `x (1 - x)`. -/
def modelSlab (x : ℝ) : ℝ := max 0 (x * (1 - x)) * (1 - 5 * max 0 (x * (1 - x)))

/-- The model density is a neutral slab of width `1` without dipole, with second moment
`1/420`. -/
theorem neutralSlab_witness : NeutralSlab modelSlab 1 ∧ moment modelSlab 2 1 = 1 / 420 := by
  have hp : ∀ (n : ℕ) (x : ℝ), HasDerivAt (fun y : ℝ => y ^ (n + 1) / ((n : ℝ) + 1)) (x ^ n) x := by
    intro n x
    have hn : (n : ℝ) + 1 ≠ 0 := by positivity
    refine ((hasDerivAt_pow (n + 1) x).div_const ((n : ℝ) + 1)).congr_deriv ?_
    simp only [Nat.add_sub_cancel, Nat.cast_add, Nat.cast_one]
    field_simp
  have hm : ∀ k : ℕ, moment modelSlab k 1 = 1 / (((k + 1 : ℕ) : ℝ) + 1)
      - 6 * (1 / (((k + 2 : ℕ) : ℝ) + 1)) + 10 * (1 / (((k + 3 : ℕ) : ℝ) + 1))
      - 5 * (1 / (((k + 4 : ℕ) : ℝ) + 1)) := by
    intro k
    have e : EqOn (fun x => x ^ k * modelSlab x) (fun x => x ^ (k + 1) - 6 * x ^ (k + 2)
        + 10 * x ^ (k + 3) - 5 * x ^ (k + 4)) (uIcc 0 1) := by
      intro x hx
      rw [uIcc_of_le zero_le_one] at hx
      have : max 0 (x * (1 - x)) = x * (1 - x) :=
        max_eq_right (mul_nonneg hx.1 (by linarith [hx.2]))
      simp only [modelSlab, this]
      ring
    have hF := fun x => (((hp (k + 1) x).fun_sub ((hp (k + 2) x).const_mul 6)).fun_add
      ((hp (k + 3) x).const_mul 10)).fun_sub ((hp (k + 4) x).const_mul 5)
    rw [moment, intervalIntegral.integral_congr e,
      intervalIntegral.integral_eq_sub_of_hasDerivAt (fun x _ => hF x)
        (Continuous.intervalIntegrable (by fun_prop) _ _)]
    simp
  have hc : Continuous (fun x : ℝ => max 0 (x * (1 - x))) := continuous_const.max (by fun_prop)
  refine ⟨⟨one_pos, hc.mul (continuous_const.sub (continuous_const.mul hc)), fun x hx => ?_,
    by rw [hm]; norm_num, by rw [hm]; norm_num⟩, by rw [hm]; norm_num⟩
  have : x * (1 - x) ≤ 0 := by
    by_contra hn
    have hn' := lt_of_not_ge hn
    exact hx ⟨by nlinarith [sq_nonneg x], by nlinarith [sq_nonneg (x - 1)]⟩
  simp [modelSlab, max_eq_left this]

end

end VacuumAlignment
```

```lean
#print axioms VacuumAlignment.vacuum_level
#print axioms VacuumAlignment.aligned_potential
```

```
'VacuumAlignment.vacuum_level' depends on axioms: [propext, Classical.choice, Quot.sound]
'VacuumAlignment.aligned_potential' depends on axioms: [propext, Classical.choice, Quot.sound]
```

## The vacuum level and the aligned potential

A periodic calculation for a surface needs a reference for its potential, and the cell average is a reference that in general shifts relative to the vacuum level when vacuum is added. For a general density $\rho$ confined to $[0,d]$, let

$$Q=\int_0^d x^2\rho(x)\,dx .$$

The letter $Q$ denotes this second moment, not a charge; in Lean it is `moment ρ 2 d`. For $d<L$, `vacuum_level` states that the periodic potential $\varphi$ satisfies

$$\varphi(x)=\frac{2\pi Q}{L}\quad (d\le x\le L),\qquad \varphi(x)=V(x)+\frac{2\pi Q}{L}\quad (0\le x\le L),$$

where $V$ is the potential of the isolated slab, with its constant chosen so that $V=0$ in the vacuum; in Lean it is `slabPotential`. The theorem `aligned_potential` compares two cells of lengths $L$ and $L'$, both greater than $d$. At any slab point, the potential minus its vacuum value is the same in both, and the vacuum points `v` and `v'` may be chosen freely in their respective vacuum regions.

## Slab, cell and zero of potential

`NeutralSlab ρ d` collects the assumptions on the slab: $d>0$, $\rho$ is continuous and vanishes outside $[0,d]$, and its moments of order 0 and 1 are zero. The first of these moments is the total charge. The second is the dipole, and its absence means that the isolated slab has the same potential on both sides.

`repeated L ρ` copies the profile on $[0,L)$ along the whole line. `IsPeriodicPotential ρ L φ` then asks for three things: $\varphi$ has period $L$, it satisfies $\varphi''=-4\pi\rho$ with the repeated density at every real point, and its integral over a cell is zero. The factor $4\pi$ fixes Gaussian units. The zero integral corresponds to setting the zero-wavevector Fourier component of the potential to zero.

Subtracting the vacuum value is the alignment used when a work function is read from a periodic slab calculation; the theorems treat its electrostatic part, for a one-dimensional density that is exactly zero outside the slab. They use the same $\rho$ in both cells, whereas a self-consistent density can itself change with $L$. Carrying the result over to such a calculation requires that this change be negligible.

## The isolated potential and its cell integral

Define the running moments $m_k(x)=\int_0^x t^k\rho(t)\,dt$, so that $m_k'=x^k\rho$ (`hasDerivAt_moment`). The isolated potential is

$$V(x)=4\pi\,[m_1(x)-x\,m_0(x)].$$

Differentiating, as in `hasDerivAt_slabPotential`, gives

$$V'=4\pi\,[x\rho-m_0-x\rho]=-4\pi m_0,\qquad V''=-4\pi\rho .$$

To the left of the slab the running moments are zero. To its right they keep their total values (`moment_outside`), and for $m_0$ and $m_1$ these are zero as well. Hence $V$ and $V'$ vanish on both sides; `slabPotential_vacuum` records this as the vanishing of $V$ and $m_0$.

For the cell integral, put

$$F(x)=-2\pi\,[x^2m_0-2x\,m_1+m_2].$$

Its derivative is

$$F'=-2\pi\,[2xm_0+x^2\rho-2m_1-2x^2\rho+x^2\rho]=4\pi\,[m_1-xm_0]=V .$$

Since $m_0(L)=m_1(L)=0$ and $m_2(L)=Q$, we get $\int_0^L V\,dx=F(L)-F(0)=-2\pi Q$. This is `integral_slabPotential`.

## Joining the copies and fixing the constant

The average of $V$ over the cell is $-2\pi Q/L$, so a zero-average potential needs the shift $+2\pi Q/L$. The shift depends on $L$ only because the same integral is spread over a longer cell.

The repeated $V$ must also solve Poisson's equation at the cell boundaries. Just to the left of such a boundary, the copy that ends there and the copy that starts there are both in their vacuum and both zero. The repeated profile therefore agrees, on both sides of the boundary, with the single shifted copy that starts there. `repeated_eventuallyEq` proves this by determining the floor function on each side. `periodic_solution` applies it to $V$ and to $V'$, which carries both derivatives over to the repeated potential, and then checks the average.

For uniqueness, let $\varphi$ and $\psi$ be two zero-average periodic potentials of the same density. Their difference has zero second derivative, so $\varphi-\psi=ax+b$. Periodicity gives $aL=0$, and the zero averages give $bL=0$. As $L>0$, both constants vanish; `periodic_unique` follows these steps.

Every admissible $\varphi$ is therefore the solution just constructed, and `repeated_on_cell` reduces it on $[0,L]$ to $V+2\pi Q/L$. In the vacuum $V=0$, which leaves the level $2\pi Q/L$. Subtracting that level at a slab point leaves $V(x)$, which contains no $L$.

## The moments of the example

On $[0,1]$ the opening density, `modelSlab`, expands to $x-6x^2+10x^3-5x^4$. Its first three moments are

$$\tfrac12-2+\tfrac52-1=0,\qquad \tfrac13-\tfrac32+2-\tfrac56=0,\qquad \tfrac14-\tfrac65+\tfrac53-\tfrac57=\tfrac1{420}.$$

`neutralSlab_witness` verifies these values together with continuity and confinement. With $Q=1/420$, the vacuum level $2\pi Q/L$ is the $\pi/(210L)$ found above.
